# The Berry curvature −NB of N localised electrons carried by magnetic translation

Take one electron in the plane, bound to a nucleus of charge $+1$ at $R=(X,Y)$, in a uniform perpendicular field $B$. Units have $\hbar=e=1$. Let $\varphi$ be a real, $C^1$, compactly supported wavefunction with $\int\varphi^2=1$ and centroid $d=\int r\,\varphi^2$. A magnetic translation carries it to the nucleus:

$$\psi_R(x,y)=e^{-\frac{iB}{2}(Xy-Yx)}\,\varphi(x-X,\,y-Y).$$

Differentiating in $X$ brings down $-\tfrac{iB}{2}y$ from the phase and $-\partial_x\varphi$ from the displacement. The second contributes $\int\varphi\,\partial_x\varphi=0$, and the first averages $y$ over a density centred at $R+d$. The $Y$ derivative works the same way, so

$$i\langle\psi_R,\nabla_R\psi_R\rangle=\tfrac B2\,(Y+d_y,\,-X-d_x),\qquad \partial_X\!\left(-\tfrac B2X\right)-\partial_Y\!\left(\tfrac B2Y\right)=-B.$$

The nucleus itself feels the field $+B$, and the two cancel. The development below treats $N$ electrons and a nucleus of charge $Z$, where the total is $(Z-N)B$.

```lean
import Mathlib

open MeasureTheory Complex ComplexConjugate

namespace BerryScreening

noncomputable section
```

## Electrons, nucleus and phase

A configuration $r$ lists the positions $r_k=(x_k,y_k)$ of electrons $k=0,\dots,N-1$. It is a real function on the index pairs $(k,0)$ and $(k,1)$, and integrals over it use Lebesgue measure on $\mathbb R^{2N}$.

```lean
/-- Positions of `N` electrons in the plane: `r (k, 0)` and `r (k, 1)` are the Cartesian
coordinates of electron `k`. -/
abbrev Config (N : ℕ) := Fin N × Fin 2 → ℝ
```

The wavefunction $\varphi$ now depends on all $N$ positions and satisfies the same conditions as before. Compact support idealises the decaying tail of a bound state. Spin is absent, and antisymmetry is allowed but not required. No Hamiltonian appears, so $\varphi$ need not be an eigenstate.

```lean
variable {N : ℕ} {φ : Config N → ℝ}

/-- A real electronic wavefunction that is C¹, compactly supported and normalised. -/
structure Localised (φ : Config N → ℝ) : Prop where
  smooth : ContDiff ℝ 1 φ
  compact : HasCompactSupport φ
  norm : ∫ r, φ r ^ 2 = 1
```

Moving the nucleus by $R$ displaces every electron by $R$. Write $S_R$ for the configuration with all electrons at $R$; here $X$ is `R 0` and $Y$ is `R 1`.

```lean
/-- The configuration in which every electron sits at the point `R`. -/
def shift (R : Fin 2 → ℝ) : Config N := fun p => R p.2
```

For a planar vector $a=(a_0,a_1)$, the phase needs the summed cross product

$$C_a(r)=\sum_k a\times r_k=\sum_k (a_0y_k-a_1x_k).$$

```lean
/-- The sum over electrons of the planar cross product `a × r_k`. -/
def cross (a : Fin 2 → ℝ) (r : Config N) : ℝ := ∑ k, (a 0 * r (k, 1) - a 1 * r (k, 0))
```

Its mean in $\varphi$ is $M_a=\int C_a\,\varphi^2$. With $D=\sum_k\int r_k\,\varphi^2$, the sum of the mean electron positions, linearity gives $M_a=a_0D_y-a_1D_x$.

```lean
/-- The mean of `∑ₖ a × r_k` in the density `φ²`. -/
def meanCross (φ : Config N → ℝ) (a : Fin 2 → ℝ) : ℝ := ∫ r, cross a r * φ r ^ 2
```

An electron of charge $-1$ has kinetic momentum $p+A(r)$, with $A(r)=\tfrac B2(-y,x)$. A plain displacement by $R$ would change this by the constant $A(R)$. The phase $e^{-\frac{iB}{2}C_R(r)}$ compensates, since its angle $-\tfrac B2C_R(r)$ has gradient $-A(R)$ in each electron's position.

```lean
/-- The magnetic translation phase `exp(-(iB/2) ∑ₖ R × r_k)`. -/
def phase (B : ℝ) (R : Fin 2 → ℝ) (r : Config N) : ℂ :=
  cexp (((-(B / 2) * cross R r : ℝ) : ℂ) * I)
```

The electronic state is therefore

$$\psi_R(r)=e^{-\frac{iB}{2}C_R(r)}\,\varphi(r-S_R).$$

The same $\varphi$ is used at every $R$. This suits a single atom in a uniform field; in a molecule the internal state would also change with the nuclear geometry.

```lean
/-- The electronic state `φ` carried to a nucleus at `R` by a magnetic translation. -/
def state (B : ℝ) (φ : Config N → ℝ) (R : Fin 2 → ℝ) (r : Config N) : ℂ :=
  phase B R r * (φ (r - shift R) : ℂ)
```

## Connection, external potential and curl

Along a nuclear displacement $a$, the Berry connection is $\mathcal A_a(R)=i\int\overline{\psi_R}\,\partial_a\psi_R$, where $\partial_a$ is the directional derivative in $R$. It is defined as a complex number; that it is real will follow from its value.

```lean
/-- The Berry connection `i⟨ψ_R, ∂_a ψ_R⟩` along the nuclear displacement `a`. -/
def berry (B : ℝ) (φ : Config N → ℝ) (R a : Fin 2 → ℝ) : ℂ :=
  I * ∫ r, conj (state B φ R r) * lineDeriv ℝ (fun R' => state B φ R' r) R a
```

The external vector potential at the nucleus, in symmetric gauge, has the component

$$A_a(R)=\tfrac B2\,(Xa_1-Ya_0).$$

```lean
/-- The component along `a` of the external vector potential `(B/2)(-Y, X)`. -/
def vecPot (B : ℝ) (R a : Fin 2 → ℝ) : ℝ := B / 2 * (R 0 * a 1 - R 1 * a 0)
```

The field belonging to a potential $F$ is its planar curl $\partial_XF_Y-\partial_YF_X$. In Lean, `![1, 0]` and `![0, 1]` are the two unit displacements.

```lean
/-- The planar curl `∂_X F_Y - ∂_Y F_X` of a differentiable vector potential. -/
def curl (F : (Fin 2 → ℝ) → (Fin 2 → ℝ) → ℂ) (R : Fin 2 → ℝ) : ℂ :=
  lineDeriv ℝ (fun R' => F R' ![0, 1]) R ![1, 0] -
    lineDeriv ℝ (fun R' => F R' ![1, 0]) R ![0, 1]
```

## Differentiating the state in the nuclear position

Along the line $R+ta$ both ingredients are linear in $t$:

$$\psi_{R+ta}(r)=e^{-\frac{iB}{2}(C_R(r)+tC_a(r))}\,\varphi(r-S_R-tS_a).$$

The product and chain rules at $t=0$ give

$$\partial_a\psi_R(r)=e^{-\frac{iB}{2}C_R(r)}\Big[-\tfrac{iB}{2}C_a(r)\,\varphi(r-S_R)-(\partial_{S_a}\varphi)(r-S_R)\Big].$$

In the proof, `hfun` is the rewriting along the line, `hp` differentiates the exponent and `hq` the displaced wavefunction. The lemma also shows that the derivative exists, which matters because `lineDeriv` returns zero where there is none.

```lean
/-- Moving the nucleus changes a C¹ electronic state through its magnetic phase and through
the displacement of `φ`. -/
theorem hasLineDerivAt_state (B : ℝ) (hφ : ContDiff ℝ 1 φ) (R a : Fin 2 → ℝ) (r : Config N) :
    HasLineDerivAt ℝ (fun R' => state B φ R' r)
      (phase B R r * (((-(B / 2) * cross a r : ℝ) : ℂ) * I * (φ (r - shift R) : ℂ)
        - (fderiv ℝ φ (r - shift R) (shift a) : ℂ))) R a := by
  have hfun : (fun t : ℝ => state B φ (R + t • a) r) = fun t : ℝ =>
      cexp (((-(B / 2) * (cross R r + t * cross a r) : ℝ) : ℂ) * I) *
        (φ (r - shift R - t • shift a) : ℂ) := by
    funext t
    have h1 : cross (R + t • a) r = cross R r + t * cross a r := by
      simp only [cross, Pi.add_apply, Pi.smul_apply, smul_eq_mul, Finset.mul_sum,
        ← Finset.sum_add_distrib]
      exact Finset.sum_congr rfl fun k _ => by ring
    have h2 : r - shift (R + t • a) = r - shift R - t • shift a := by
      ext p
      simp only [shift, Pi.sub_apply, Pi.add_apply, Pi.smul_apply, smul_eq_mul]
      ring
    rw [state, phase, h1, h2]
  have hp : HasDerivAt (fun t : ℝ => -(B / 2) * (cross R r + t * cross a r))
      (-(B / 2) * cross a r) 0 :=
    ((((hasDerivAt_id' (0 : ℝ)).mul_const (cross a r)).const_add
      (cross R r)).const_mul (-(B / 2))).congr_deriv (by ring)
  have h0 : HasFDerivAt φ (fderiv ℝ φ (r - shift R))
      (r - shift R - (0 : ℝ) • shift a) := by
    rw [zero_smul, sub_zero]
    exact ((hφ.differentiable (by simp)) _).hasFDerivAt
  have hq : HasDerivAt (fun t : ℝ => φ (r - shift R - t • shift a))
      (-(fderiv ℝ φ (r - shift R) (shift a))) 0 :=
    (h0.comp_hasDerivAt (0 : ℝ) (((hasDerivAt_id' (0 : ℝ)).smul_const
      (shift a : Config N)).const_sub (r - shift R))).congr_deriv (by simp)
  change HasDerivAt (fun t : ℝ => state B φ (R + t • a) r) _ 0
  rw [hfun]
  refine ((hp.ofReal_comp.mul_const I).cexp.fun_mul hq.ofReal_comp).congr_deriv ?_
  simp only [zero_smul, sub_zero, zero_mul, add_zero, phase]
  push_cast
  ring
```

## The gradient term integrates to zero

For any direction $v$ in configuration space, integration by parts has no boundary term, so

$$\int\varphi\,\partial_v\varphi=-\int(\partial_v\varphi)\,\varphi=0.$$

This is where reality of $\varphi$ enters: a complex wavefunction could carry a mean momentum, which would add a term independent of $R$ to the connection and leave its curl unchanged. In the proof, continuity and compact support supply the integrability conditions `h1`, `h2` and `h3`, and `hp` is the integration by parts.

```lean
/-- For a localised `φ` the product `φ ∂_v φ` is integrable and integrates to zero. -/
theorem integral_mul_fderiv_self (h : Localised φ) (v : Config N) :
    Integrable (fun r => φ r * fderiv ℝ φ r v) ∧ ∫ r, φ r * fderiv ℝ φ r v = 0 := by
  have hf := h.smooth.continuous
  have hd : Continuous fun r => fderiv ℝ φ r v :=
    (h.smooth.continuous_fderiv (by simp)).clm_apply continuous_const
  have h1 : Integrable (fun r => φ r * fderiv ℝ φ r v) :=
    (hf.mul hd).integrable_of_hasCompactSupport h.compact.mul_right
  have h2 : Integrable (fun r => fderiv ℝ φ r v * φ r) :=
    (hd.mul hf).integrable_of_hasCompactSupport h.compact.mul_left
  have h3 : Integrable (fun r => φ r * φ r) :=
    (hf.mul hf).integrable_of_hasCompactSupport h.compact.mul_left
  have hdiff : Differentiable ℝ φ := h.smooth.differentiable (by simp)
  -- integration by parts turns the integral into its own negative
  have hp := integral_mul_fderiv_eq_neg_fderiv_mul_of_integrable h2 h1 h3
    (fun x _ => hdiff x) (fun x _ => hdiff x)
  have hs : ∫ r, fderiv ℝ φ r v * φ r = ∫ r, φ r * fderiv ℝ φ r v := by
    simp only [mul_comm]
  exact ⟨h1, by linarith⟩
```

## The value of the connection

In $\overline{\psi_R}\,\partial_a\psi_R$ the phases multiply to one. Use coordinates relative to the nucleus, $u=r-S_R$. Then

$$C_a(r)=C_a(u)+c,\qquad c=N(a_0Y-a_1X),$$

and the integrand becomes

$$G(u)=-\tfrac{iB}{2}\,\big(C_a(u)+c\big)\,\varphi(u)^2-\varphi(u)\,\partial_{S_a}\varphi(u).$$

Translation leaves the integral unchanged. The last term vanishes, normalisation turns $c\,\varphi^2$ into $c$, and multiplication by $i$ gives

$$\mathcal A_a(R)=\tfrac B2\big(N(a_0Y-a_1X)+M_a\big).$$

Its two components are $\tfrac B2(NY+D_y,\,-NX-D_x)$, which for $N=1$ is the opening formula. The Lean statement keeps the mean as `meanCross φ a`. In the proof, `key` identifies the integrand with $G$, and `integral_sub_right_eq_self` performs the translation. The remaining rewrites split the integral and insert the normalisation.

```lean
/-- For a localised `φ` of `N` electrons, the Berry connection along `a` is `B/2` times the
sum of `N (a × R)` and the mean of `∑ₖ a × r_k` in `φ`. -/
theorem berry_connection (B : ℝ) (h : Localised φ) (R a : Fin 2 → ℝ) :
    berry B φ R a =
      ((B / 2 * (N * (a 0 * R 1 - a 1 * R 0) + meanCross φ a) : ℝ) : ℂ) := by
  obtain ⟨c, hc⟩ : ∃ c : ℝ, c = N * (a 0 * R 1 - a 1 * R 0) := ⟨_, rfl⟩
  have hφ2 : HasCompactSupport (fun u => φ u ^ 2) :=
    h.compact.comp_left (g := fun x : ℝ => x ^ 2) (by simp)
  have hw : ∀ f : Config N → ℝ, Continuous f → Integrable (fun u => f u * φ u ^ 2) :=
    fun f hf => (hf.mul (h.smooth.continuous.pow 2)).integrable_of_hasCompactSupport
      hφ2.mul_left
  have i1 : Integrable (fun u => cross a u * φ u ^ 2) :=
    hw (fun u => cross a u) (by unfold cross; fun_prop)
  have i2 : Integrable (fun u => c * φ u ^ 2) := hw (fun _ => c) continuous_const
  obtain ⟨i3, h3⟩ := integral_mul_fderiv_self h (shift a)
  -- in coordinates relative to the nucleus the phases cancel
  let G : Config N → ℂ := fun u =>
    -I * (B / 2) * ((cross a u * φ u ^ 2 + c * φ u ^ 2 : ℝ) : ℂ)
      - ((φ u * fderiv ℝ φ u (shift a) : ℝ) : ℂ)
  have key : (fun r => conj (state B φ R r) *
      lineDeriv ℝ (fun R' => state B φ R' r) R a) = fun r => G (r - shift R) := by
    funext r
    have hx : cross a r = cross a (r - shift R) + c := by
      have hsum : c = ∑ _k : Fin N, (a 0 * R 1 - a 1 * R 0) := by simp [hc, mul_sub]
      rw [hsum]
      simp only [cross, shift, Pi.sub_apply, ← Finset.sum_add_distrib]
      exact Finset.sum_congr rfl fun k _ => by ring
    have h1 : conj (phase B R r) * phase B R r = 1 := by
      rw [Complex.conj_mul', phase, Complex.norm_exp_ofReal_mul_I]
      simp
    rw [(hasLineDerivAt_state B h.smooth R a r).lineDeriv, hx]
    simp only [G, state, map_mul, Complex.conj_ofReal]
    push_cast
    linear_combination ((φ (r - shift R) : ℂ) *
      (-(B / 2) * (cross a (r - shift R) + c) * I * φ (r - shift R)
        - (fderiv ℝ φ (r - shift R) (shift a) : ℂ))) * h1
  have j1 : Integrable (fun u => ((cross a u * φ u ^ 2 + c * φ u ^ 2 : ℝ) : ℂ)) :=
    (i1.add i2).ofReal
  have j3 : Integrable (fun u => ((φ u * fderiv ℝ φ u (shift a) : ℝ) : ℂ)) := i3.ofReal
  rw [berry, key, integral_sub_right_eq_self G (shift R)]
  simp only [G]
  rw [integral_sub (j1.const_mul (-I * (B / 2))) j3, integral_const_mul,
    integral_complex_ofReal, integral_complex_ofReal, h3, integral_add i1 i2,
    integral_const_mul, h.norm, ← hc, ← meanCross]
  push_cast
  linear_combination (-(B / 2 : ℂ) * (meanCross φ a + c)) * Complex.I_sq
```

## The curl of a symmetric-gauge potential

Suppose $F_a(R)=\tfrac c2(Xa_1-Ya_0)+\ell(a)$, where $c$ is now any real field strength and $\ell$ does not depend on $R$. Then

$$\partial_XF_Y-\partial_YF_X=\tfrac c2-\left(-\tfrac c2\right)=c.$$

The centroid will enter only through $\ell$, so it cannot affect the field. In the proof, `h` computes the derivative along `a` of the component along `b`, and the curl combines two such derivatives.

```lean
/-- A symmetric-gauge potential of strength `c` plus a position-independent term has the
uniform curl `c`. -/
theorem curl_symmetric_gauge {F : (Fin 2 → ℝ) → (Fin 2 → ℝ) → ℂ} (c : ℝ)
    (l : (Fin 2 → ℝ) → ℝ) (hF : ∀ R a, F R a = ((vecPot c R a + l a : ℝ) : ℂ))
    (R : Fin 2 → ℝ) : curl F R = c := by
  have h : ∀ a b, lineDeriv ℝ (fun R' => F R' b) R a = (vecPot c a b : ℂ) := by
    intro a b
    have e : (fun t : ℝ => F (R + t • a) b) =
        fun t : ℝ => ((t * vecPot c a b + (vecPot c R b + l b) : ℝ) : ℂ) := by
      funext t
      rw [hF]
      congr 1
      simp only [vecPot, Pi.add_apply, Pi.smul_apply, smul_eq_mul]
      ring
    have d := (((hasDerivAt_id' (0 : ℝ)).mul_const (vecPot c a b)).add_const
      (vecPot c R b + l b)).ofReal_comp.deriv
    rw [one_mul] at d
    change deriv (fun t : ℝ => F (R + t • a) b) 0 = _
    rw [e]
    exact d
  rw [curl, h, h, ← Complex.ofReal_sub]
  congr 1
  simp [vecPot]
```

## The field on the nucleus

The potential acting on the nucleus is taken to be $ZA+\mathcal A$. The physics behind this sum is the Born–Oppenheimer projection. Let the nuclear kinetic momentum $-i\nabla_R-ZA$ act on a product $\chi(R)\,\psi_R$, and project onto $\psi_R$:

$$\langle\psi_R,(-i\nabla_R-ZA)\,\chi\psi_R\rangle=\big(-i\nabla_R-ZA-\mathcal A\big)\chi.$$

This projection motivates the definition and is not itself formalised; the theorem starts from the sum. Inserting the connection gives

$$ZA_a+\mathcal A_a=\tfrac{(Z-N)B}{2}\,(Xa_1-Ya_0)+\tfrac B2M_a,$$

a symmetric-gauge potential of strength $(Z-N)B$ plus a term independent of $R$. The previous lemma then gives the uniform field $(Z-N)B$. The charge `Z` may be any real number.

```lean
/-- For `N` electrons in a localised `φ`, the external potential times the nuclear charge `Z`
plus the Berry connection has the uniform curl `(Z - N) B`. -/
theorem effective_field (Z B : ℝ) (h : Localised φ) (R : Fin 2 → ℝ) :
    curl (fun R a => Z * vecPot B R a + berry B φ R a) R = (((Z - N) * B : ℝ) : ℂ) := by
  refine curl_symmetric_gauge _ (fun a => B / 2 * meanCross φ a) ?_ R
  intro R a
  simp only [berry_connection B h, vecPot]
  push_cast
  ring
```

Setting $Z=0$ removes the external potential and leaves the Berry curvature alone:

$$\partial_X\mathcal A_Y-\partial_Y\mathcal A_X=-NB.$$

```lean
/-- For `N` electrons in a localised `φ`, the Berry connection has the uniform curl `-N B`. -/
theorem berry_curvature (B : ℝ) (h : Localised φ) (R : Fin 2 → ℝ) :
    curl (berry B φ) R = -(N * B : ℂ) := by
  simpa using effective_field 0 B h R
```

For $B\neq0$, the product $(Z-N)B$ vanishes exactly when $Z=N$. The neutral atom is thus the case of complete screening, and an ion keeps the field belonging to its net charge. In Born–Oppenheimer dynamics in strong magnetic fields, the Berry curvature gives the electronic correction to the Lorentz force on a nucleus, obtained here for a single nucleus with a rigidly carried, real and compactly supported electronic state.

```lean
/-- In a non-zero magnetic field, and for a localised `φ`, the Berry curvature cancels the
external field on the nucleus exactly when its charge equals the number of electrons. -/
theorem complete_screening_iff (Z : ℝ) {B : ℝ} (hB : B ≠ 0) (h : Localised φ)
    (R : Fin 2 → ℝ) :
    curl (fun R a => Z * vecPot B R a + berry B φ R a) R = 0 ↔ Z = N := by
  rw [effective_field Z B h, Complex.ofReal_eq_zero, mul_eq_zero, or_iff_left hB, sub_eq_zero]

end

end BerryScreening
```

```lean
#print axioms BerryScreening.berry_curvature
#print axioms BerryScreening.complete_screening_iff
```

```
'BerryScreening.berry_curvature' depends on axioms: [propext, Classical.choice, Quot.sound]
'BerryScreening.complete_screening_iff' depends on axioms: [propext, Classical.choice, Quot.sound]
```
